# Multiplying a normalised state by the phase exp(iθ) shifts its vector potential by θ′

A state Φ(R) in a complex inner product space depends on one real parameter R, and its vector potential is the real part of −i⟨Φ, Φ′⟩. The theorem says that replacing Φ by exp(iθ)Φ, with θ a real function of R, adds θ′(R) to the vector potential at R. It assumes that Φ has norm one at that R and that θ and Φ are differentiable there. The attempt first states the shift as an identity `h` between complex numbers, to be proved from the product rule and the cancellation of the phase with its conjugate, and then takes real parts.

Lean 4 with Mathlib refuses this proof:

```lean
import Mathlib

open Complex ComplexConjugate

namespace ExactFactorization

noncomputable section

variable {E : Type*} [NormedAddCommGroup E] [InnerProductSpace ℂ E]

/-- The vector potential `A(R)`, the real part of `-i⟨Φ, Φ'⟩`. -/
def vectorPotential (Φ : ℝ → E) (R : ℝ) : ℝ := (-I * inner ℂ (Φ R) (deriv Φ R)).re

/-- The gauge change `Φ(R) → exp(iθ(R)) Φ(R)`. -/
def gaugeChange (θ : ℝ → ℝ) (Φ : ℝ → E) : ℝ → E := fun r => cexp (θ r * I) • Φ r

lemma inner_self_unit {u : E} (hu : ‖u‖ = 1) : inner ℂ u u = (1 : ℂ) := by
  rw [inner_self_eq_norm_sq_to_K, hu]
  simp

lemma hasDerivAt_gaugeChange {θ : ℝ → ℝ} {Φ : ℝ → E} {R : ℝ} (hθ : DifferentiableAt ℝ θ R)
    (hΦ : DifferentiableAt ℝ Φ R) :
    HasDerivAt (gaugeChange θ Φ) (cexp (θ R * I) • deriv Φ R +
      (cexp (θ R * I) * (((deriv θ R : ℝ) : ℂ) * I)) • Φ R) R :=
  (hθ.hasDerivAt.ofReal_comp.mul_const I).cexp.smul hΦ.hasDerivAt

/-- The gauge change `Φ → exp(iθ)Φ` shifts the vector potential by `θ'`. -/
theorem vectorPotential_gaugeChange {θ : ℝ → ℝ} {Φ : ℝ → E} {R : ℝ} (hn : ‖Φ R‖ = 1)
    (hθ : DifferentiableAt ℝ θ R) (hΦ : DifferentiableAt ℝ Φ R) :
    vectorPotential (gaugeChange θ Φ) R = vectorPotential Φ R + deriv θ R := by
  have he : conj (cexp (θ R * I)) * cexp (θ R * I) = 1 := by
    rw [Complex.conj_mul', Complex.norm_exp_ofReal_mul_I]
    simp
  have h : -I * inner ℂ (gaugeChange θ Φ R) (deriv (gaugeChange θ Φ) R) =
      -I * inner ℂ (Φ R) (deriv Φ R) + (deriv θ R : ℂ) := by
    rw [(hasDerivAt_gaugeChange hθ hΦ).deriv, gaugeChange, inner_smul_left, inner_add_right,
      inner_smul_right, inner_smul_right, inner_self_unit hn]
    linear_combination (-I * (inner ℂ (Φ R) (deriv Φ R) + (deriv θ R : ℂ) * I)) * he -
      (deriv θ R : ℂ) * I_sq
  unfold vectorPotential
  rw [h, Complex.add_re, Complex.ofReal_re]

end

end ExactFactorization
```

Compiling this gives:

```
Main.lean:35:46: error: Application type mismatch: The argument
  θ
has type
  ℝ → ℝ
but is expected to have type
  ℝ → ℂ
in the application
  deriv θ
```

The repair, with which the file compiles:

```diff
@@ -33,9 +33,9 @@
     simp
   have h : -I * inner ℂ (gaugeChange θ Φ R) (deriv (gaugeChange θ Φ) R) =
-      -I * inner ℂ (Φ R) (deriv Φ R) + (deriv θ R : ℂ) := by
+      -I * inner ℂ (Φ R) (deriv Φ R) + ((deriv θ R : ℝ) : ℂ) := by
     rw [(hasDerivAt_gaugeChange hθ hΦ).deriv, gaugeChange, inner_smul_left, inner_add_right,
       inner_smul_right, inner_smul_right, inner_self_unit hn]
-    linear_combination (-I * (inner ℂ (Φ R) (deriv Φ R) + (deriv θ R : ℂ) * I)) * he -
-      (deriv θ R : ℂ) * I_sq
+    linear_combination (-I * (inner ℂ (Φ R) (deriv Φ R) + ((deriv θ R : ℝ) : ℂ) * I)) * he -
+      ((deriv θ R : ℝ) : ℂ) * I_sq
   unfold vectorPotential
   rw [h, Complex.add_re, Complex.ofReal_re]
```

What went wrong. The message points to `(deriv θ R : ℂ)` in the statement of `h`. The writer meant the real derivative, regarded as a complex number. But the ascription makes Lean elaborate `deriv θ R` with ℂ as its expected type, and the value of `deriv f x` has the same type as the values of `f`. Lean therefore asks for a function `ℝ → ℂ` where it is given `θ : ℝ → ℝ`, and it finds no coercion that turns the one into the other.

In `((deriv θ R : ℝ) : ℂ)` the inner ascription fixes the derivative as a real number, and the outer one then coerces that number to ℂ. This cures the reported error. The two changes in `linear_combination` are needed for the same reason, since the same ascription stood there. They drew no message of their own because the statement of `h` had already failed, so its proof was not reached. The mathematics of the proof is unchanged.
